# Dobinski's formula: moments of a Poisson photon-number distribution as Touchard polynomials in the mean

The theorem `dobinski` says that, for real x and natural n, the series over k = 0, 1, 2, … of exp(−x) xᵏ kⁿ/k! converges to the Touchard polynomial Σⱼ S(n,j) xʲ, where S(n,j) are Stirling numbers of the second kind. For x ≥ 0 the weights exp(−x) xᵏ/k! are Poisson probabilities, as for the photon number in a normalised single-mode coherent state of mean photon number x, and the sum is then the n-th moment. The statement itself is about the series alone, and x may also be negative. The proof writes kⁿ as a combination of falling factorials, shows by shifting the exponential series that the j-th falling factorial sums to xʲ, and adds up the finitely many terms.

As first written in Lean, the proof fails:

```lean
import Mathlib

open Finset ComplexConjugate

namespace Dobinski

noncomputable section

/-- The Touchard polynomial: the sum over `j` of `S(n,j) x^j`, with Stirling numbers of the
second kind `S(n,j)`. -/
def touchard (n : ℕ) (x : ℝ) : ℝ :=
  ∑ j ∈ range (n + 1), (Nat.stirlingSecond n j : ℝ) * x ^ j

/-- If `f 0 = 1` and multiplication by `N` sends `f j` to `f (j+1) + j f j`, then `N^n` is the
sum over `j` of `S(n,j) f j`. -/
theorem pow_eq_stirling_sum {R : Type*} [Ring R] (N : R) (f : ℕ → R) (h0 : f 0 = 1)
    (hN : ∀ j, N * f j = f (j + 1) + j • f j) (n : ℕ) :
    N ^ n = ∑ j ∈ range (n + 1), Nat.stirlingSecond n j • f j := by
  induction n with
  | zero => simp [h0]
  | succ n ih =>
    -- the diagonal terms, with the summation index shifted by one
    have hshift : ∑ j ∈ range (n + 1), (j * Nat.stirlingSecond n j) • f j =
        ∑ j ∈ range (n + 1), ((j + 1) * Nat.stirlingSecond n (j + 1)) • f (j + 1) := by
      have hz : Nat.stirlingSecond n (n + 1) = 0 :=
        Nat.stirlingSecond_eq_zero_of_lt (Nat.lt_succ_self n)
      have h1 := sum_range_succ (fun j => (j * Nat.stirlingSecond n j) • f j) (n + 1)
      have h2 := sum_range_succ' (fun j => (j * Nat.stirlingSecond n j) • f j) (n + 1)
      rw [h1] at h2
      simp only [hz, mul_zero, zero_mul, zero_smul, add_zero] at h2
      exact h2
    calc N ^ (n + 1) = ∑ j ∈ range (n + 1), (Nat.stirlingSecond n j • f (j + 1) +
          (j * Nat.stirlingSecond n j) • f j) := by
          rw [pow_succ', ih, mul_sum]
          refine sum_congr rfl fun j _ => ?_
          rw [mul_smul_comm, hN, smul_add, smul_smul, mul_comm (Nat.stirlingSecond n j) j]
      _ = ∑ j ∈ range (n + 1), Nat.stirlingSecond (n + 1) (j + 1) • f (j + 1) := by
          rw [sum_add_distrib, hshift, ← sum_add_distrib]
          refine sum_congr rfl fun j _ => ?_
          rw [← add_smul, Nat.stirlingSecond_succ_succ]
          congr 1
          ring
      _ = ∑ j ∈ range (n + 1 + 1), Nat.stirlingSecond (n + 1) j • f j := by
          rw [sum_range_succ' _ (n + 1)]
          simp [Nat.stirlingSecond_succ_zero]

/-- The `n`-th power of a photon number `k` is the sum over `j` of `S(n,j)` times the falling
factorial `k(k-1)...(k-j+1)`. -/
theorem photon_pow_eq (k n : ℕ) : (k : ℝ) ^ n =
    ∑ j ∈ range (n + 1), (Nat.stirlingSecond n j : ℝ) * (k.descFactorial j : ℝ) := by
  have h := pow_eq_stirling_sum (k : ℝ) (fun j => (k.descFactorial j : ℝ)) (by simp)
    (fun j => by
      rcases le_or_gt j k with hj | hj
      · simp only [Nat.descFactorial_succ, Nat.cast_mul, Nat.cast_sub hj, nsmul_eq_mul]
        ring
      · simp [Nat.descFactorial_succ, Nat.descFactorial_eq_zero_iff_lt.2 hj]) n
  simpa only [nsmul_eq_mul] using h

/-- Dobinski formula: for real `x` the series over `k` of `exp(-x) x^k k^n / k!` converges to
the sum over `j` of `S(n,j) x^j`. -/
theorem dobinski (x : ℝ) (n : ℕ) :
    HasSum (fun k : ℕ => Real.exp (-x) * x ^ k * (k : ℝ) ^ n / (k.factorial : ℝ))
      (touchard n x) := by
  have hexp : HasSum (fun m : ℕ => x ^ m / (m.factorial : ℝ)) (Real.exp x) := by
    rw [Real.exp_eq_exp_ℝ]
    exact NormedSpace.expSeries_div_hasSum_exp x
  -- each falling factorial shifts the exponential series by j
  have hfac (j : ℕ) : HasSum (fun k : ℕ => Real.exp (-x) * x ^ k / (k.factorial : ℝ) *
      (k.descFactorial j : ℝ)) (x ^ j) := by
    refine ((add_left_injective j).hasSum_iff ?_).1 ?_
    · intro k hk
      have hkj : k < j := by
        by_contra hh
        exact hk ⟨k - j, Nat.sub_add_cancel (not_lt.1 hh)⟩
      simp [Nat.descFactorial_eq_zero_iff_lt.2 hkj]
    · convert hexp.mul_left (Real.exp (-x) * x ^ j) using 1
      · funext m
        have hd : (m.factorial : ℝ) * ((m + j).descFactorial j : ℝ) =
            ((m + j).factorial : ℝ) := by
          have h := Nat.factorial_mul_descFactorial (Nat.le_add_left j m)
          rw [Nat.add_sub_cancel] at h
          exact_mod_cast h
        have hm : (m.factorial : ℝ) ≠ 0 := by positivity
        have hmj : ((m + j).factorial : ℝ) ≠ 0 := by positivity
        simp only [Function.comp_apply]
        rw [div_mul_eq_mul_div, ← mul_div_assoc, div_eq_div_iff hmj hm, pow_add]
        linear_combination Real.exp (-x) * x ^ m * x ^ j * hd
      · rw [mul_right_comm, ← Real.exp_add]
        simp
  have hs := hasSum_sum (s := range (n + 1))
    (fun j _ => (hfac j).mul_left (Nat.stirlingSecond n j : ℝ))
  convert hs using 1
  funext k
  rw [photon_pow_eq, mul_sum, sum_div]
  exact sum_congr rfl fun j _ => by ring

end

end Dobinski
```

Messages:

```
Main.lean:77:8: error: Tactic `apply` failed: could not unify the conclusion of `@funext`
  ?f = ?g
with the goal
  Real.instAddCommMonoid =
    CommRing.toNonUnitalCommRing.toNonUnitalNonAssocCommRing.toNonUnitalNonAssocSemiring.toAddCommMonoid

Note: The full type of `@funext` is
  ∀ {α : Sort ?u.83} {β : α → Sort ?u.82} {f g : (x : α) → β x}, (∀ (x : α), f x = g x) → f = g

case e'_3
x : ℝ
n : ℕ
hexp : HasSum (fun m => x ^ m / ↑m.factorial) (Real.exp x)
j : ℕ
⊢ Real.instAddCommMonoid =
    CommRing.toNonUnitalCommRing.toNonUnitalNonAssocCommRing.toNonUnitalNonAssocSemiring.toAddCommMonoid
Main.lean:88:12: error: Tactic `rewrite` failed: Did not find an occurrence of the pattern
  ?a * ?b * ?c
in the target expression
  ((fun k => Real.exp (-x) * x ^ k / ↑k.factorial * ↑(k.descFactorial j)) ∘ fun x => x + j) = fun i =>
    Real.exp (-x) * x ^ j * (x ^ i / ↑i.factorial)

case e'_5
x : ℝ
n : ℕ
hexp : HasSum (fun m => x ^ m / ↑m.factorial) (Real.exp x)
j : ℕ
⊢ ((fun k => Real.exp (-x) * x ^ k / ↑k.factorial * ↑(k.descFactorial j)) ∘ fun x => x + j) = fun i =>
    Real.exp (-x) * x ^ j * (x ^ i / ↑i.factorial)
Main.lean:76:4: error: unsolved goals
case e'_6
x : ℝ
n : ℕ
hexp : HasSum (fun m => x ^ m / ↑m.factorial) (Real.exp x)
j : ℕ
⊢ x ^ j = Real.exp (-x) * x ^ j * Real.exp x
Main.lean:93:2: error: Tactic `apply` failed: could not unify the conclusion of `@funext`
  ?f = ?g
with the goal
  Real.instAddCommMonoid =
    CommRing.toNonUnitalCommRing.toNonUnitalNonAssocCommRing.toNonUnitalNonAssocSemiring.toAddCommMonoid

Note: The full type of `@funext` is
  ∀ {α : Sort ?u.102} {β : α → Sort ?u.101} {f g : (x : α) → β x}, (∀ (x : α), f x = g x) → f = g

case e'_3
x : ℝ
n : ℕ
hexp : HasSum (fun m => x ^ m / ↑m.factorial) (Real.exp x)
hfac : ∀ (j : ℕ), HasSum (fun k => Real.exp (-x) * x ^ k / ↑k.factorial * ↑(k.descFactorial j)) (x ^ j)
hs :
  HasSum
    (fun b =>
      ∑ i ∈ range (n + 1), ↑(n.stirlingSecond i) * (Real.exp (-x) * x ^ b / ↑b.factorial * ↑(b.descFactorial i)))
    (∑ i ∈ range (n + 1), ↑(n.stirlingSecond i) * x ^ i)
⊢ Real.instAddCommMonoid =
    CommRing.toNonUnitalCommRing.toNonUnitalNonAssocCommRing.toNonUnitalNonAssocSemiring.toAddCommMonoid
```

Cause. Both `convert … using 1` calls produce a goal the script did not expect: that two `AddCommMonoid` structures on the reals are equal, `Real.instAddCommMonoid` and the one reached through `CommRing`. It comes first, so `funext` meets an equation between instances and fails, in `hfac` and again at the end.

In `hfac` the later bullet is also displaced. `rw [mul_right_comm, …]`, meant for the value of the sum, meets the equality of functions, where the only triple product contains a bound variable and cannot be rewritten. The value goal, `x ^ j = Real.exp (-x) * x ^ j * Real.exp x`, is left unsolved.

The repair drops `convert`. It proves the value (`hv`) and the termwise equalities (`hterm`) separately, rewrites with them, and closes with `exact h` and `exact hs`. `exact` checks the whole statement up to definitional equality, which identifies the two instances and, at the end, unfolds `touchard`. The `change` writes out the composition with the shift, so `simp only [Function.comp_apply]` is no longer needed. The underlying algebra is unchanged.

As a diff, the version that Lean accepts:

```diff
@@ -74,6 +74,12 @@
         exact hk ⟨k - j, Nat.sub_add_cancel (not_lt.1 hh)⟩
       simp [Nat.descFactorial_eq_zero_iff_lt.2 hkj]
-    · convert hexp.mul_left (Real.exp (-x) * x ^ j) using 1
-      · funext m
+    · have h := hexp.mul_left (Real.exp (-x) * x ^ j)
+      have hv : Real.exp (-x) * x ^ j * Real.exp x = x ^ j := by
+        rw [mul_right_comm, ← Real.exp_add]
+        simp
+      rw [hv] at h
+      have hterm (m : ℕ) : Real.exp (-x) * x ^ (m + j) / ((m + j).factorial : ℝ) *
+          ((m + j).descFactorial j : ℝ) =
+          Real.exp (-x) * x ^ j * (x ^ m / (m.factorial : ℝ)) := by
         have hd : (m.factorial : ℝ) * ((m + j).descFactorial j : ℝ) =
             ((m + j).factorial : ℝ) := by
@@ -83,15 +89,19 @@
         have hm : (m.factorial : ℝ) ≠ 0 := by positivity
         have hmj : ((m + j).factorial : ℝ) ≠ 0 := by positivity
-        simp only [Function.comp_apply]
         rw [div_mul_eq_mul_div, ← mul_div_assoc, div_eq_div_iff hmj hm, pow_add]
         linear_combination Real.exp (-x) * x ^ m * x ^ j * hd
-      · rw [mul_right_comm, ← Real.exp_add]
-        simp
+      change HasSum (fun m : ℕ => Real.exp (-x) * x ^ (m + j) / ((m + j).factorial : ℝ) *
+        ((m + j).descFactorial j : ℝ)) (x ^ j)
+      rw [funext hterm]
+      exact h
   have hs := hasSum_sum (s := range (n + 1))
     (fun j _ => (hfac j).mul_left (Nat.stirlingSecond n j : ℝ))
-  convert hs using 1
-  funext k
-  rw [photon_pow_eq, mul_sum, sum_div]
-  exact sum_congr rfl fun j _ => by ring
+  have hterm (k : ℕ) : Real.exp (-x) * x ^ k * (k : ℝ) ^ n / (k.factorial : ℝ) =
+      ∑ j ∈ range (n + 1), (Nat.stirlingSecond n j : ℝ) *
+        (Real.exp (-x) * x ^ k / (k.factorial : ℝ) * (k.descFactorial j : ℝ)) := by
+    rw [photon_pow_eq, mul_sum, sum_div]
+    exact sum_congr rfl fun j _ => by ring
+  rw [funext hterm]
+  exact hs
 
 end
```
